# A linear operator with kernel equal to range has a fermionic creator

A spin orbital can be empty or hold one fermion, while the rest of the system keeps its own degrees of freedom, so there may be many independent states in which the orbital is empty. Suppose that someone proposes an operator \(a\) for emptying the orbital. When is there a linear partner, not necessarily the adjoint of \(a\), that fills it again, with the algebra of a fermionic mode?

The condition \(a^2=0\) is too weak: on a nonzero space, \(a=0\) satisfies it and has no partner. The condition studied here is \(\ker a=\operatorname{range}a\): the states that \(a\) destroys are exactly the states that it produces.

## Operators, vacuum states and the mode relations

States form a vector space \(V\), or more generally a module over a commutative ring `R`. Operators are elements of `Module.End R V`, the linear maps from \(V\) to itself; `*` is composition and `1` is the identity. In quantum mechanics the scalars are \(\mathbb C\).

```lean
import Mathlib

open LinearMap

namespace FermionFromExactness

section Ring

variable {R V : Type*} [CommRing R] [AddCommGroup V] [Module R V]
```

The creator is written \(c\), where textbooks write \(a^\dagger\); many texts use \(c\) for the annihilator. The predicate `IsFermionMode a c` collects
\[
a^2=0,\qquad c^2=0,\qquad ac+ca=1 .
\]
The first two relations forbid emptying or filling twice. The third makes every state a sum of an empty and a filled one, and it fixes the normalisation of the pair. The vacuum states form \(\ker a\), which may have any dimension, and the filled states form \(\ker c\).

There is no inner product or topology here. The step to a Hilbert-space mode that the hypotheses leave open is the identification of \(c\) with the adjoint of \(a\).

```lean
/-- The operators `a` (annihilator) and `c` (creator) form a single fermionic mode:
both square to zero and their anticommutator is the identity. -/
structure IsFermionMode (a c : Module.End R V) : Prop where
  annihilator_sq : a * a = 0
  creator_sq : c * c = 0
  anticomm : a * c + c * a = 1
```

## (a) A creator from a projection onto the vacuum space

Let \(\ker a=\operatorname{range}a\). Let \(s\) satisfy \(asa=a\), and let \(q\) map into \(\ker a\) and fix every vector of \(\ker a\). Show that \(a\) forms a fermionic mode with
\[
c=(1-q)\,s\,q .
\]

Every \(ax\) lies in \(\operatorname{range}a=\ker a\), so \(a^2=0\) and \(qa=a\). The properties of \(q\) give \(aq=0\) and \(q^2=q\). Two further identities are needed.

- For any \(x\), the vector \(qx\) lies in \(\ker a=\operatorname{range}a\), so \(qx=ay\) for some \(y\). Then \(asqx=asay=ay=qx\), hence \(asq=q\).
- Since \(a(x-sax)=ax-asax=0\), the projection fixes \(x-sax\). Hence \((1-q)(1-sa)=0\), that is, \((1-q)sa=1-q\).

Now
\[
c^2=(1-q)s\,[q(1-q)]\,sq=0,
\]
\[
ac=asq-aqsq=q,\qquad ca=(1-q)sqa=(1-q)sa=1-q,
\]
and the last two add up to \(1\). So \(ca\) is the number operator, and \(q\) projects onto the empty states.

In the code, `hasq` and `hsa` are the two listed identities. The `calc` blocks carry out the products, with `noncomm_ring` expanding them without commuting any operators.

```lean
/-- Let `ker a = range a`, let `s` be a partial inverse of `a`, and let `q` be a projection
onto the vacuum space `ker a`. Then `(1 - q) s q` is a creator for `a`. -/
theorem isFermionMode_of_projection {a s q : Module.End R V}
    (h : ker a = range a) (hs : a * s * a = a)
    (hq : ∀ x, a (q x) = 0) (hfix : ∀ x, a x = 0 → q x = x) :
    IsFermionMode a ((1 - q) * s * q) := by
  have haa : ∀ x, a (a x) = 0 := fun x => by
    have hx : a x ∈ ker a := by
      rw [h]
      exact ⟨x, rfl⟩
    exact LinearMap.mem_ker.1 hx
  have haq : a * q = 0 := LinearMap.ext hq
  have hqa : q * a = a := LinearMap.ext fun x => hfix _ (haa x)
  have hqq : q * q = q := LinearMap.ext fun x => hfix _ (hq x)
  -- a vacuum state lies in the range of `a`, where `s` inverts `a`
  have hasq : a * s * q = q := LinearMap.ext fun x => by
    have hx : q x ∈ range a := by
      rw [← h]
      exact LinearMap.mem_ker.2 (hq x)
    obtain ⟨y, hy⟩ := hx
    show a (s (q x)) = q x
    rw [← hy]
    exact LinearMap.congr_fun hs y
  -- `x - s a x` is always a vacuum state
  have hsa : q * (1 - s * a) = 1 - s * a := LinearMap.ext fun x => hfix _ (by
    have hx : a (s (a x)) = a x := LinearMap.congr_fun hs x
    show a (x - s (a x)) = 0
    rw [map_sub, hx, sub_self])
  have hq1 : q * (1 - q) = 0 := by rw [mul_sub, mul_one, hqq, sub_self]
  refine ⟨LinearMap.ext haa, ?_, ?_⟩
  · calc (1 - q) * s * q * ((1 - q) * s * q)
        = (1 - q) * s * (q * (1 - q)) * s * q := by noncomm_ring
      _ = 0 := by rw [hq1]; simp
  · calc a * ((1 - q) * s * q) + (1 - q) * s * q * a
        = a * s * q - a * q * s * q + (1 - q) * s * (q * a) := by noncomm_ring
      _ = q - 0 * s * q + (1 - q) * s * a := by rw [hasq, haq, hqa]
      _ = 1 := by linear_combination (norm := noncomm_ring) hsa
```

## (b) Creators with the same filled states

Let \(c\) and \(c'\) both be creators for \(a\), with \(\ker c=\ker c'\). Show that
\[
c=c' .
\]

Since \(c'^2=0\), every \(c'x\) lies in \(\ker c'=\ker c\), so \(cc'=0\). Inserting the identity in two ways gives
\[
c=c(ac'+c'a)=cac',\qquad c'=(ac+ca)c'=cac' .
\]

The hypothesis `hk` is the equality of kernels, and `hcc` is \(cc'=0\). The final `calc` joins the two computations into one chain.

```lean
/-- Two creators for the same annihilator are equal if they annihilate the same states. -/
theorem creator_unique {a c c' : Module.End R V}
    (h : IsFermionMode a c) (h' : IsFermionMode a c') (hk : ker c = ker c') :
    c = c' := by
  have hcc : c * c' = 0 := LinearMap.ext fun x => by
    have hx : c' x ∈ ker c := by
      rw [hk]
      exact LinearMap.mem_ker.2 (LinearMap.congr_fun h'.creator_sq x)
    exact LinearMap.mem_ker.1 hx
  -- both creators equal `c a c'`
  calc c = c * (a * c' + c' * a) := by rw [h'.anticomm, mul_one]
    _ = (a * c + c * a) * c' + c * c' * a - a * (c * c') := by noncomm_ring
    _ = c' := by rw [h.anticomm, hcc]; simp

end Ring
```

## (c) A partial inverse in any dimension

Let \(a\) be any linear operator on a vector space over a field `K`. Show that some linear \(s\) satisfies
\[
asa=a .
\]

Choose a basis of \(\operatorname{range}a\) and a preimage of each basis vector. This defines a linear map \(g:\operatorname{range}a\to V\) with \(a\,g(y)=y\). Extend \(g\) to a linear map \(s\) on all of \(V\), for instance by zero on a complement of the range. Then \(asax=a\,g(ax)=ax\).

The code obtains `g` as a right inverse of `a.rangeRestrict`, which is \(a\) regarded as a map onto its range, and `LinearMap.exists_extend` supplies \(s\). Such an \(s\) is often called a generalised inverse.

```lean
section Field

variable {K V : Type*} [Field K] [AddCommGroup V] [Module K V]

/-- Every linear operator on a vector space, of any dimension, has a partial inverse `s`
with `a s a = a`. -/
theorem exists_partialInverse (a : Module.End K V) :
    ∃ s : Module.End K V, a * s * a = a := by
  -- invert `a` on its range, then extend to the whole space
  obtain ⟨g, hg⟩ :=
    LinearMap.exists_rightInverse_of_surjective a.rangeRestrict a.range_rangeRestrict
  obtain ⟨s, hs⟩ := LinearMap.exists_extend g
  refine ⟨s, LinearMap.ext fun x => ?_⟩
  have h1 : s (a x) = g (a.rangeRestrict x) := LinearMap.congr_fun hs (a.rangeRestrict x)
  have h2 : a (g (a.rangeRestrict x)) = a x :=
    congrArg Subtype.val (LinearMap.congr_fun hg (a.rangeRestrict x))
  show a (s (a x)) = a x
  rw [h1, h2]
```

## (d) One creator for each choice of filled states

Let \(\ker a=\operatorname{range}a\) over a field, and let \(U\) be a complement of the vacuum space, so that \(V=\ker a\oplus U\). Show that exactly one creator \(c\) for \(a\) satisfies
\[
\ker c=U .
\]

Take \(s\) from (c), and let \(q\) be the projection onto \(\ker a\) along \(U\). By (a), \(c=(1-q)sq\) is a creator, and it kills \(U\) because \(q\) does.

Conversely, let \(cx=0\) and write \(x=k+u\) with \(k\in\ker a\) and \(u\in U\). Then \(ck=0\), because \(cu=0\). Since also \(ak=0\),
\[
k=(ac+ca)k=0,
\]
so \(x=u\in U\). Uniqueness is (b).

In Lean, `IsCompl (ker a) U` expresses the direct sum and `∃!` means "exactly one". The projection comes from `LinearMap.ofIsCompl`, which glues the inclusion of \(\ker a\) to the zero map on \(U\). The equation `e` is the anticommutator applied to \(k\).

```lean
/-- Let `ker a = range a` on a vector space. For each complement `U` of the vacuum space
`ker a` there is exactly one creator for `a` whose kernel is `U`. -/
theorem existsUnique_creator (a : Module.End K V) (h : ker a = range a)
    (U : Submodule K V) (hU : IsCompl (ker a) U) :
    ∃! c : Module.End K V, IsFermionMode a c ∧ ker c = U := by
  have split : ∀ x : V, ∃ k ∈ ker a, ∃ u ∈ U, k + u = x := fun x =>
    Submodule.mem_sup.1 (by rw [hU.sup_eq_top]; exact Submodule.mem_top)
  obtain ⟨s, hs⟩ := exists_partialInverse a
  -- the projection onto the vacuum space along `U`
  obtain ⟨q, hfix, hqU⟩ : ∃ q : Module.End K V,
      (∀ x, a x = 0 → q x = x) ∧ ∀ x ∈ U, q x = 0 :=
    ⟨LinearMap.ofIsCompl hU (ker a).subtype 0,
      fun x hx => LinearMap.ofIsCompl_apply_left hU ⟨x, LinearMap.mem_ker.2 hx⟩,
      fun x hx => LinearMap.ofIsCompl_apply_right hU ⟨x, hx⟩⟩
  have hq : ∀ x, a (q x) = 0 := fun x => by
    obtain ⟨k, hk, u, hu, rfl⟩ := split x
    rw [map_add, hfix k (LinearMap.mem_ker.1 hk), hqU u hu, add_zero]
    exact LinearMap.mem_ker.1 hk
  obtain ⟨c, hm, hcU⟩ : ∃ c : Module.End K V, IsFermionMode a c ∧ ∀ x ∈ U, c x = 0 :=
    ⟨(1 - q) * s * q, isFermionMode_of_projection h hs hq hfix, fun x hx => by
      show (1 - q) (s (q x)) = 0
      rw [hqU x hx, map_zero, map_zero]⟩
  -- no nonzero state is killed by both `a` and `c`, so `ker c` is no larger than `U`
  have hk : ker c = U := by
    refine le_antisymm (fun x hx => ?_) (fun x hx => LinearMap.mem_ker.2 (hcU x hx))
    obtain ⟨k, hk, u, hu, rfl⟩ := split x
    have hck : c k = 0 := by
      have hx' := LinearMap.mem_ker.1 hx
      rwa [map_add, hcU u hu, add_zero] at hx'
    have e : a (c k) + c (a k) = k := LinearMap.congr_fun hm.anticomm k
    rw [hck, LinearMap.mem_ker.1 hk, map_zero, map_zero, add_zero] at e
    rw [← e, zero_add]
    exact hu
  exact ⟨c, ⟨hm, hk⟩, fun c' hc' => creator_unique hc'.1 hm (hc'.2.trans hk.symm)⟩
```

## (e) Existence without a chosen complement

Let \(a\) be an operator on a vector space of any dimension with \(\ker a=\operatorname{range}a\). Show that there is a \(c\) with
\[
c^2=0,\qquad ac+ca=1 .
\]

Every subspace of a vector space has a complement: extend a basis of the subspace to a basis of the whole space. Apply (d) to any complement of \(\ker a\). The code does the same with `Submodule.exists_isCompl`, and `IsFermionMode` also records \(a^2=0\).

For someone building a matrix representation of a single mode in quantum mechanics, comparing the kernel and range of \(a\) is therefore enough to secure a creator, though not necessarily one that is the Hermitian adjoint of \(a\).

```lean
/-- A linear operator `a` on a vector space of any dimension with `ker a = range a` is a
fermionic annihilator: some creator `c` completes it to a fermionic mode. -/
theorem exists_creator (a : Module.End K V) (h : ker a = range a) :
    ∃ c : Module.End K V, IsFermionMode a c := by
  obtain ⟨U, hU⟩ := Submodule.exists_isCompl (ker a)
  obtain ⟨c, hc, -⟩ := existsUnique_creator a h U hU
  exact ⟨c, hc.1⟩
```

## (f) The lowering operator on two copies of a space

Let \(W\) be any vector space and let \(a(x,y)=(y,0)\) on \(W\times W\). Show that
\[
\ker a=\operatorname{range}a .
\]

The vector \((y,0)\) vanishes exactly when \(y=0\), so the kernel consists of the vectors \((x,0)\). Each of these is \(a(0,x)\), and every value of \(a\) has this form.

For \(W=\mathbb C\) this is the usual two-level lowering matrix with the empty state listed first. A larger \(W\) describes the other degrees of freedom. The definition composes the second projection with the inclusion into the first copy.

```lean
/-- The lowering operator `(x, y) ↦ (y, 0)` on two copies of a space `W`. -/
def lowering (K W : Type*) [Field K] [AddCommGroup W] [Module K W] :
    Module.End K (W × W) :=
  LinearMap.inl K W W ∘ₗ LinearMap.snd K W W
```

The proof treats the two inclusions separately, with \((0,x)\) as the explicit preimage.

```lean
/-- The lowering operator on two copies of any vector space has kernel equal to range. -/
theorem exactness_witness (K W : Type*) [Field K] [AddCommGroup W] [Module K W] :
    ker (lowering K W) = range (lowering K W) := by
  ext ⟨x, y⟩
  constructor
  · intro h
    have hy : y = 0 := congrArg Prod.fst (LinearMap.mem_ker.1 h)
    exact ⟨(0, x), by simp [lowering, hy]⟩
  · rintro ⟨v, h⟩
    have hy : (0 : W) = y := congrArg Prod.snd h
    exact LinearMap.mem_ker.2 (by simp [lowering, ← hy])

end Field
```

## (g) Integer scalars modulo 4

Let \(a\) be multiplication by 2 on \(\mathbb Z/4\), regarded as a module over itself. Show that \(\ker a=\operatorname{range}a\), but that every linear \(c\) gives
\[
ac+ca\neq 1 .
\]

Kernel and range are both \(\{0,2\}\). A linear \(c\) commutes with multiplication by 2, so \(ac+ca=4c=0\), which is not the identity. Part (e) thus fails over a general commutative ring, even for a free module of rank one. Both ingredients of the proof are missing here. There is no partial inverse as in (c), since \(asa=4s=0\neq a\) for every linear \(s\), and \(\ker a=\{0,2\}\) has no complement, being the only submodule with two elements.

The code settles the equality of kernel and range with `decide`, by running through the four elements. For the second claim it applies the anticommutator to the element 1.

```lean
/-- Over the integers modulo 4, which are not a field, multiplication by 2 has kernel equal
to range but admits no creator. -/
theorem no_creator_mod_four :
    ker ((2 : ZMod 4) • (1 : Module.End (ZMod 4) (ZMod 4))) =
        range ((2 : ZMod 4) • (1 : Module.End (ZMod 4) (ZMod 4))) ∧
      ¬ ∃ c : Module.End (ZMod 4) (ZMod 4),
        IsFermionMode ((2 : ZMod 4) • (1 : Module.End (ZMod 4) (ZMod 4))) c := by
  constructor
  · ext x
    simp only [LinearMap.mem_ker, LinearMap.mem_range, LinearMap.smul_apply,
      Module.End.one_apply, smul_eq_mul]
    revert x
    decide
  · rintro ⟨c, hc⟩
    -- the anticommutator is `4 c = 0`, never the identity
    have key : ∀ z : ZMod 4, 2 * z + 2 * z ≠ 1 := by decide
    have h1 : 2 * c 1 + c ((2 : ZMod 4) • (1 : ZMod 4)) = 1 :=
      LinearMap.congr_fun hc.anticomm 1
    rw [map_smul, smul_eq_mul] at h1
    exact key _ h1

end FermionFromExactness
```

```lean
#print axioms FermionFromExactness.exists_creator
#print axioms FermionFromExactness.no_creator_mod_four
```

```
'FermionFromExactness.exists_creator' depends on axioms: [propext, Classical.choice, Quot.sound]
'FermionFromExactness.no_creator_mod_four' depends on axioms: [propext, Classical.choice, Quot.sound]
```

## The converse, and the creator as an adjoint

The anticommutator argument in (d) also yields the converse of (e). If \(a\) and \(c\) form a fermionic mode and \(ax=0\), then \(x=(ac+ca)x=a(cx)\), so \(\ker a\subseteq\operatorname{range}a\); the other inclusion is \(a^2=0\).

The mode could also have been modelled on a finite-dimensional Hilbert space, with \(c\) defined as \(a^\dagger\). The filled states would then be fixed as \((\ker a)^\perp\), leaving no choice of \(U\). Kernel equal to range would no longer suffice: \(a\) would also have to preserve norms on \((\ker a)^\perp\). Twice the two-level lowering matrix shows the difference. It gives \(aa^\dagger+a^\dagger a=4\), whereas \(c=a^\dagger/4\) is a creator in the sense used above.
